# The contact condition for a two-particle Hubbard singlet of Bethe form

Put two electrons in a spin singlet on an infinite chain, with total momentum zero. Each hops to a neighbouring site with amplitude −t, and a doubly occupied site costs the energy U, the screened Coulomb repulsion (or, for U < 0, an effective attraction). The spatial wave function is symmetric and depends only on the separation r = y − x. Try

f(r) = A exp(−ik|r|) + B exp(ik|r|).

Either particle can change r by ±1, so the eigen-equation for r ≠ 0 is

−2t [f(r+1) + f(r−1)] = E f(r),

which holds for all A and B if E = −4t cos k. At r = 0 both neighbours have |r| = 1, and the equation becomes

−4t [A exp(−ik) + B exp(ik)] + U(A + B) = −4t cos k (A + B).

The cosines cancel, leaving

4it sin k (A − B) + U(A + B) = 0.

The interaction fixes the ratio of the two amplitudes through this one equation at contact.

## General momenta

Let the momenta k₁ and k₂ be complex, and set, for x ≤ y,

ψ(x, y) = A exp(i(k₁x + k₂y)) + B exp(i(k₂x + k₁y)),

with ψ(x, y) = ψ(y, x) otherwise. Write s = sin k₁ − sin k₂ and E = −2t(cos k₁ + cos k₂). For t ≠ 0, ψ satisfies the eigen-equation with energy E at every pair of sites if and only if

A(s − iU/(2t)) = B(s + iU/(2t)).

A plane wave with momenta p and q, summed over the four hops, is multiplied by

exp(ip) + exp(−ip) + exp(iq) + exp(−iq) = 2(cos p + cos q).

If x < y, all four neighbours of (x, y) still have first coordinate at most equal to the second, so the same formula applies to them and the equation holds. Symmetry covers x > y.

At x = y two neighbours lie across the diagonal. By symmetry ψ(x+1, x) = ψ(x, x+1) and ψ(x, x−1) = ψ(x−1, x). After division by exp(i(k₁+k₂)x), the left side minus the right side is

−2t [A(exp(ik₂) + exp(−ik₁)) + B(exp(ik₁) + exp(−ik₂))] + U(A + B) + 2t(cos k₁ + cos k₂)(A + B)
= 2it s(A − B) + U(A + B).

If the formula for x ≤ y is used on both sides of the diagonal, the sine term is lost and the false condition U(A + B) = 0 results.

Since U = 2it · (−iU/(2t)), the residual equals

2it [A(s − iU/(2t)) − B(s + iU/(2t))],

and 2it ≠ 0 gives the claim.

## Scattering amplitudes and bound pairs

For real momenta and U ≠ 0, the two brackets in the condition are complex conjugates and nonzero, so |A| = |B|: the interaction changes only the relative phase. If k₁ = k₂ and U ≠ 0, then s = 0 forces A = −B, and ψ vanishes everywhere.

For a bound pair take A = 1, B = 0, k₁ = q − iκ and k₂ = q + iκ, with q and κ real. Then

ψ(x, y) = exp(iq(x + y) − κ|x − y|),
s = −2i cos q sinh κ,
E = −4t cos q cosh κ.

The contact condition becomes U = −4t cos q sinh κ. If U < 0 and t cos q > 0, it has a solution κ > 0, and cosh²κ = 1 + sinh²κ gives

E = −√(U² + (4t cos q)²).

The amplitude ratio is the two-body scattering factor for the singlet channel that enters the Bethe-ansatz treatment of the Hubbard chain, obtained here for two particles on an infinite lattice without boundary conditions.

## Wave functions and Hamiltonian in Lean

```lean
import Mathlib

open Complex

namespace HubbardTwoBody

noncomputable section
```

Sites are integers, and wave functions are arbitrary functions `ℤ → ℤ → ℂ`. `wave` is the two-particle plane wave, `branch` the Bethe form in one sector, and `singlet` its symmetric extension. The antisymmetric spin factor is left implicit.

```lean
/-- Plane wave of two particles at sites `x`, `y` with (possibly complex) momenta `p`, `q`. -/
def wave (p q : ℂ) (x y : ℤ) : ℂ := exp (I * (p * x + q * y))

/-- Bethe form in one sector: the two momenta are carried directly (amplitude `A`)
or exchanged (amplitude `B`). -/
def branch (A B k₁ k₂ : ℂ) (x y : ℤ) : ℂ := A * wave k₁ k₂ x y + B * wave k₂ k₁ x y

/-- Spatial part of the singlet: the Bethe form for `x ≤ y`, extended symmetrically. -/
def singlet (A B k₁ k₂ : ℂ) (x y : ℤ) : ℂ :=
  if x ≤ y then branch A B k₁ k₂ x y else branch A B k₁ k₂ y x
```

The parameters `t` and `U` are real. `hubbard` is the action of the Hamiltonian at one pair of sites, with U present only on the diagonal.

```lean
/-- Two-particle Hubbard Hamiltonian on the infinite chain: hopping `-t` of either particle
and energy `U` when both are on the same site. -/
def hubbard (t U : ℝ) (ψ : ℤ → ℤ → ℂ) (x y : ℤ) : ℂ :=
  -t * (ψ (x + 1) y + ψ (x - 1) y + ψ x (y + 1) + ψ x (y - 1)) +
    if x = y then U * ψ x y else 0
```

`Solves` demands the difference equation at every pair of sites. It asks neither for a normalisable ψ nor for a nonzero one, so A = B = 0 counts as a solution, and complex momenta may give functions that grow at large distance.

```lean
/-- The eigen-equation `H ψ = E ψ` at all pairs of sites. -/
def Solves (t U : ℝ) (E : ℂ) (ψ : ℤ → ℤ → ℂ) : Prop :=
  ∀ x y, hubbard t U ψ x y = E * ψ x y

/-- Sum of the two band energies, `-2t (cos k₁ + cos k₂)`. -/
def energy (t : ℝ) (k₁ k₂ : ℂ) : ℂ := -2 * t * (cos k₁ + cos k₂)

/-- The pair function `exp (i q (x + y) - κ |x - y|)`. -/
def pair (q κ : ℝ) (x y : ℤ) : ℂ := exp (I * q * (x + y) - κ * ((|x - y| : ℤ) : ℂ))
```

On a periodic ring of L sites the Hamiltonian would be a finite matrix and its states normalisable. The Bethe form would then also have to close around the ring, which for nonzero amplitudes and exp(ik₁) ≠ exp(ik₂) requires exp(ik₁L) = A/B and exp(ik₂L) = B/A; on ℤ the momenta remain free.

## Exchange symmetry and the four hops

The first theorem checks the symmetry of `singlet`. The two lemmas after it select the correct branch on either side of the diagonal, and both apply on the diagonal itself.

```lean
/-- The spatial wave function is symmetric under exchange of the particles. -/
theorem singlet_symm (A B k₁ k₂ : ℂ) (x y : ℤ) :
    singlet A B k₁ k₂ x y = singlet A B k₁ k₂ y x := by
  unfold singlet
  rcases lt_trichotomy x y with h | h | h
  · rw [if_pos h.le, if_neg (not_le.mpr h)]
  · rw [h]
  · rw [if_neg (not_le.mpr h), if_pos h.le]

private lemma singlet_of_le {A B k₁ k₂ : ℂ} {x y : ℤ} (h : x ≤ y) :
    singlet A B k₁ k₂ x y = branch A B k₁ k₂ x y := if_pos h

private lemma singlet_of_ge {A B k₁ k₂ : ℂ} {x y : ℤ} (h : y ≤ x) :
    singlet A B k₁ k₂ x y = branch A B k₁ k₂ y x := by
  rw [singlet_symm, singlet_of_le h]
```

A step to the right in y multiplies a wave by exp(iq), and a step to the left in x by exp(−ip), both written with sines and cosines. Exchanging the coordinates together with the momenta supplies the other two hops, and `wave_hop` adds all four.

```lean
private lemma wave_right (p q : ℂ) (x y : ℤ) :
    wave p q x (y + 1) = (cos q + sin q * I) * wave p q x y := by
  rw [← Complex.exp_mul_I, wave, wave, ← Complex.exp_add]
  congr 1
  push_cast
  ring

private lemma wave_left (p q : ℂ) (x y : ℤ) :
    wave p q (x - 1) y = (cos p - sin p * I) * wave p q x y := by
  have h : cos p - sin p * I = exp (-p * I) := by
    rw [Complex.exp_mul_I, Complex.cos_neg, Complex.sin_neg]
    ring
  rw [h, wave, wave, ← Complex.exp_add]
  congr 1
  push_cast
  ring

private lemma wave_swap (p q : ℂ) (x y : ℤ) : wave p q x y = wave q p y x := by
  unfold wave
  congr 1
  ring

/-- Summing a plane wave over the four hops multiplies it by `2 (cos p + cos q)`. -/
theorem wave_hop (p q : ℂ) (x y : ℤ) :
    wave p q (x + 1) y + wave p q (x - 1) y + wave p q x (y + 1) + wave p q x (y - 1)
      = 2 * (cos p + cos q) * wave p q x y := by
  rw [wave_swap p q (x + 1) y, wave_swap p q x (y - 1), wave_right, wave_right,
    wave_left, wave_left, wave_swap q p y x]
  ring
```

## Separated particles and the doubly occupied site

In `off_contact`, `omega` confirms that each neighbour belongs to the same closed sector. The `linear_combination` step then adds the hopping identities for the two plane waves, weighted by −tA and −tB.

```lean
/-- When the particles are on different sites, the eigen-equation holds for all amplitudes. -/
theorem off_contact (t U : ℝ) (A B k₁ k₂ : ℂ) {x y : ℤ} (h : x ≠ y) :
    hubbard t U (singlet A B k₁ k₂) x y = energy t k₁ k₂ * singlet A B k₁ k₂ x y := by
  rcases lt_or_gt_of_ne h with h' | h'
  · rw [hubbard, if_neg h, singlet_of_le (show x + 1 ≤ y by omega),
      singlet_of_le (show x - 1 ≤ y by omega), singlet_of_le (show x ≤ y + 1 by omega),
      singlet_of_le (show x ≤ y - 1 by omega), singlet_of_le (show x ≤ y by omega)]
    unfold branch energy
    linear_combination (-(t : ℂ) * A) * wave_hop k₁ k₂ x y + (-(t : ℂ) * B) * wave_hop k₂ k₁ x y
  · rw [hubbard, if_neg h, singlet_of_ge (show y ≤ x + 1 by omega),
      singlet_of_ge (show y ≤ x - 1 by omega), singlet_of_ge (show y + 1 ≤ x by omega),
      singlet_of_ge (show y - 1 ≤ x by omega), singlet_of_ge (show y ≤ x by omega)]
    unfold branch energy
    linear_combination (-(t : ℂ) * A) * wave_hop k₁ k₂ y x + (-(t : ℂ) * B) * wave_hop k₂ k₁ y x
```

`contact_defect` is the calculation at x = y. Its first rewrite reflects the two neighbours across the diagonal; the shift lemmas then expose the sines, and `ring` collects the residual. The common phase appears as `wave k₁ k₂ x x`.

```lean
/-- The residual of the eigen-equation on a doubly occupied site. -/
theorem contact_defect (t U : ℝ) (A B k₁ k₂ : ℂ) (x : ℤ) :
    hubbard t U (singlet A B k₁ k₂) x x - energy t k₁ k₂ * singlet A B k₁ k₂ x x
      = wave k₁ k₂ x x * (2 * I * t * (sin k₁ - sin k₂) * (A - B) + U * (A + B)) := by
  rw [hubbard, if_pos rfl, singlet_of_ge (show x ≤ x + 1 by omega),
    singlet_of_le (show x - 1 ≤ x by omega), singlet_of_le (show x ≤ x + 1 by omega),
    singlet_of_ge (show x - 1 ≤ x by omega), singlet_of_le (le_refl x)]
  unfold branch energy
  rw [wave_right, wave_right, wave_left, wave_left, wave_swap k₂ k₁ x x]
  ring
```

For the forward direction of the equivalence it is enough to look at site 0, where the exponential factor is nonzero and can be cancelled. The converse uses `contact_defect` on the diagonal and `off_contact` elsewhere. This form needs no assumption on t; at t = 0 it reads U(A + B) = 0.

```lean
/-- The singlet solves the eigen-equation everywhere exactly when the contact condition
`2it (sin k₁ - sin k₂)(A - B) + U (A + B) = 0` holds. -/
theorem solves_iff_contact (t U : ℝ) (A B k₁ k₂ : ℂ) :
    Solves t U (energy t k₁ k₂) (singlet A B k₁ k₂) ↔
      2 * I * t * (sin k₁ - sin k₂) * (A - B) + U * (A + B) = 0 := by
  constructor
  · intro h
    have h0 := contact_defect t U A B k₁ k₂ 0
    rw [h 0 0, sub_self] at h0
    exact (mul_eq_zero.mp h0.symm).resolve_left (Complex.exp_ne_zero _)
  · intro h x y
    by_cases hxy : x = y
    · subst hxy
      have h0 := contact_defect t U A B k₁ k₂ x
      rw [h, mul_zero] at h0
      exact sub_eq_zero.mp h0
    · exact off_contact t U A B k₁ k₂ hxy
```

The main theorem assumes `t ≠ 0`. The proof abbreviates iU/(2t) as `g`; `key` is the factorisation by 2it from the derivation, and `hne` allows that factor to be removed.

```lean
/-- For `t ≠ 0` the singlet solves the Hubbard eigen-equation with energy
`-2t (cos k₁ + cos k₂)` if and only if `A (s - iU/(2t)) = B (s + iU/(2t))`,
where `s = sin k₁ - sin k₂`. -/
theorem bethe_condition {t : ℝ} (ht : t ≠ 0) (U : ℝ) (A B k₁ k₂ : ℂ) :
    Solves t U (energy t k₁ k₂) (singlet A B k₁ k₂) ↔
      A * (sin k₁ - sin k₂ - I * U / (2 * t)) = B * (sin k₁ - sin k₂ + I * U / (2 * t)) := by
  have htc : (t : ℂ) ≠ 0 := Complex.ofReal_ne_zero.mpr ht
  have hg : (t : ℂ) * (I * U / (2 * t)) = I * U / 2 := by field_simp
  rw [solves_iff_contact]
  generalize I * (U : ℂ) / (2 * t) = g at hg ⊢
  -- the contact condition is `2it` times the difference of the two sides
  have key : 2 * I * t * (sin k₁ - sin k₂) * (A - B) + U * (A + B)
      = 2 * I * t * (A * (sin k₁ - sin k₂ - g) - B * (sin k₁ - sin k₂ + g)) := by
    linear_combination 2 * I * (A + B) * hg + U * (A + B) * Complex.I_sq
  have hne : 2 * I * (t : ℂ) ≠ 0 := mul_ne_zero (mul_ne_zero two_ne_zero Complex.I_ne_zero) htc
  rw [key, mul_eq_zero, or_iff_right hne, sub_eq_zero]
```

## Equal moduli and equal momenta

Here `k₁` and `k₂` have type `ℝ`. The proof writes the brackets as S ∓ iu, with S = s and u = U/(2t). `hn` says that they have equal norm and `hz` that S + iu is nonzero, so taking norms and cancelling gives the result.

```lean
/-- For real momenta, `t ≠ 0` and `U ≠ 0`, the direct and exchanged amplitudes of a
solution have equal modulus. -/
theorem amplitudes_norm_eq {t U : ℝ} (ht : t ≠ 0) (hU : U ≠ 0) (A B : ℂ) (k₁ k₂ : ℝ)
    (h : Solves t U (energy t k₁ k₂) (singlet A B k₁ k₂)) : ‖A‖ = ‖B‖ := by
  rw [bethe_condition ht] at h
  have hn : ∀ S u : ℝ, ‖(S : ℂ) - u * I‖ = ‖(S : ℂ) + u * I‖ := by
    intro S u
    have hc : (S : ℂ) - u * I = starRingEnd ℂ ((S : ℂ) + u * I) := by
      simp [sub_eq_add_neg]
    rw [hc, RCLike.norm_conj]
  have hz : ∀ S u : ℝ, u ≠ 0 → (S : ℂ) + u * I ≠ 0 := by
    intro S u hu h0
    apply hu
    simpa using congrArg Complex.im h0
  have h' : A * (((Real.sin k₁ - Real.sin k₂ : ℝ) : ℂ) - ((U / (2 * t) : ℝ) : ℂ) * I)
      = B * (((Real.sin k₁ - Real.sin k₂ : ℝ) : ℂ) + ((U / (2 * t) : ℝ) : ℂ) * I) := by
    push_cast
    linear_combination h
  have h2 := congrArg norm h'
  rw [norm_mul, norm_mul, hn] at h2
  exact mul_right_cancel₀
    (norm_ne_zero_iff.mpr (hz _ _ (div_ne_zero hU (mul_ne_zero two_ne_zero ht)))) h2
```

The next theorem allows a complex common momentum k. The contact condition reduces to A + B = 0, which is the common factor of ψ in both sectors.

```lean
/-- For `U ≠ 0`, a solution of Bethe form with two equal momenta vanishes identically. -/
theorem equal_momenta_vanish {t U : ℝ} (hU : U ≠ 0) (A B k : ℂ)
    (h : Solves t U (energy t k k) (singlet A B k k)) (x y : ℤ) :
    singlet A B k k x y = 0 := by
  rw [solves_iff_contact, sub_self, mul_zero, zero_mul, zero_add] at h
  have hAB : A + B = 0 := (mul_eq_zero.mp h).resolve_left (Complex.ofReal_ne_zero.mpr hU)
  unfold singlet branch
  split_ifs
  · linear_combination wave k k x y * hAB
  · linear_combination wave k k y x * hAB
```

## The bound pair as a Bethe form with complex momenta

`singlet_eq_pair` identifies the exponential pair function with the Bethe form for A = 1, B = 0 and momenta q ∓ iκ, treating the two signs of x − y separately.

```lean
private lemma singlet_eq_pair (q κ : ℝ) :
    singlet 1 0 (q - κ * I) (q + κ * I) = pair q κ := by
  funext x y
  rcases le_total x y with h | h
  · rw [singlet_of_le h, pair, abs_of_nonpos (show x - y ≤ 0 by omega)]
    simp only [branch, wave, one_mul, zero_mul, add_zero]
    congr 1
    push_cast
    linear_combination ((κ : ℂ) * (y - x)) * Complex.I_sq
  · rw [singlet_of_ge h, pair, abs_of_nonneg (show 0 ≤ x - y by omega)]
    simp only [branch, wave, one_mul, zero_mul, add_zero]
    congr 1
    push_cast
    linear_combination ((κ : ℂ) * (x - y)) * Complex.I_sq
```

In `pair_solves_iff`, `hE` evaluates the energy and `hs` the contact condition by the addition formulas. The equivalence holds for every real κ; decay with separation requires κ > 0.

```lean
/-- The pair function `exp (i q (x + y) - κ |x - y|)` solves the eigen-equation with energy
`-4t cos q cosh κ` if and only if `U = -4t cos q sinh κ`. -/
theorem pair_solves_iff (t U q κ : ℝ) :
    Solves t U ((-4 * t * Real.cos q * Real.cosh κ : ℝ) : ℂ) (pair q κ) ↔
      U = -4 * t * Real.cos q * Real.sinh κ := by
  -- the pair is the Bethe form with `B = 0` and momenta `q ∓ iκ`
  have hE : ((-4 * t * Real.cos q * Real.cosh κ : ℝ) : ℂ)
      = energy t (q - κ * I) (q + κ * I) := by
    rw [energy, Complex.cos_sub, Complex.cos_add, Complex.cos_mul_I, Complex.sin_mul_I]
    push_cast
    ring
  have hs : 2 * I * t * (sin (q - κ * I) - sin (q + κ * I)) * (1 - 0) + U * (1 + 0)
      = ((U + 4 * t * Real.cos q * Real.sinh κ : ℝ) : ℂ) := by
    rw [Complex.sin_sub, Complex.sin_add, Complex.cos_mul_I, Complex.sin_mul_I]
    push_cast
    linear_combination (-4 * (t : ℂ) * cos q * sinh κ) * Complex.I_sq
  rw [hE, ← singlet_eq_pair, solves_iff_contact, hs, Complex.ofReal_eq_zero]
  constructor <;> intro h <;> linarith
```

The last theorem supplies such a κ as the inverse hyperbolic sine of −U/(4t cos q). It is positive because U < 0 and t cos q > 0, and `hsq` turns the energy into the square root. The pair is bound in its relative coordinate only, since its centre of mass is spread over the whole chain. The file does not compare this energy with the continuum, but two real momenta q ± p have energy −4t cos q cos p, which is never below −4t cos q, whereas the pair lies strictly below that value.

```lean
/-- For attraction `U < 0` and `t cos q > 0` there is a bound pair, decaying as
`exp (-κ |x - y|)` with `κ > 0`, of energy `-√(U² + (4t cos q)²)`. -/
theorem exists_bound_pair {t U q : ℝ} (hU : U < 0) (h : 0 < t * Real.cos q) :
    ∃ κ : ℝ, 0 < κ ∧
      Solves t U ((-Real.sqrt (U ^ 2 + (4 * t * Real.cos q) ^ 2) : ℝ) : ℂ) (pair q κ) := by
  have ha : 0 < 4 * t * Real.cos q := by linarith
  have ht : t ≠ 0 := left_ne_zero_of_mul h.ne'
  have hc : Real.cos q ≠ 0 := right_ne_zero_of_mul h.ne'
  obtain ⟨κ, hκ⟩ : ∃ κ, Real.sinh κ = -U / (4 * t * Real.cos q) :=
    ⟨Real.arsinh _, Real.sinh_arsinh _⟩
  have hs : 4 * t * Real.cos q * Real.sinh κ = -U := by
    rw [hκ]
    field_simp
  have hpos : 0 < κ := by
    rw [← Real.sinh_pos_iff, hκ]
    exact div_pos (by linarith) ha
  -- `cosh² = sinh² + 1` turns the energy into a square root
  have hsq : U ^ 2 + (4 * t * Real.cos q) ^ 2 = (4 * t * Real.cos q * Real.cosh κ) ^ 2 := by
    linear_combination (-(4 * t * Real.cos q) ^ 2) * Real.cosh_sq κ
      + (U - 4 * t * Real.cos q * Real.sinh κ) * hs
  have hE : -Real.sqrt (U ^ 2 + (4 * t * Real.cos q) ^ 2)
      = -4 * t * Real.cos q * Real.cosh κ := by
    rw [hsq, Real.sqrt_sq (mul_nonneg ha.le (Real.cosh_pos κ).le)]
    ring
  refine ⟨κ, hpos, ?_⟩
  rw [hE, pair_solves_iff]
  linarith

end

end HubbardTwoBody
```

```lean
#print axioms HubbardTwoBody.bethe_condition
#print axioms HubbardTwoBody.amplitudes_norm_eq
#print axioms HubbardTwoBody.equal_momenta_vanish
#print axioms HubbardTwoBody.exists_bound_pair
```

```
'HubbardTwoBody.bethe_condition' depends on axioms: [propext, Classical.choice, Quot.sound]
'HubbardTwoBody.amplitudes_norm_eq' depends on axioms: [propext, Classical.choice, Quot.sound]
'HubbardTwoBody.equal_momenta_vanish' depends on axioms: [propext, Classical.choice, Quot.sound]
'HubbardTwoBody.exists_bound_pair' depends on axioms: [propext, Classical.choice, Quot.sound]
```
